# Singlet–triplet gap of a Cu–O–Cu cluster against the fourth-order superexchange formula

Take two states with energies \(0\) and \(D\), coupled by \(\sqrt2\,t\). Eliminating the first from the eigenvalue equation leaves \(D-E+2t^2/E=0\) for the energy \(E\). With \(t=D=1\) this is \(E^2=E+2\), with lower root \(E=-1\). Now attach a third state of energy \(U_d=3\), coupled by \(\sqrt2\,t\) to the second state only. The condition becomes \(D-E+2t^2/E-2t^2/(U_d-E)=0\). Its left side is \(-1/2\) at \(E=-1\) and \(8/5\) at \(E=-2\), so a level now lies below \(-1\). In a Cu–O–Cu cluster with two holes and one orbital per atom, the singlet has such extra states, with both holes in one orbital, and the triplet has none.

## The model

```lean
import Mathlib

open Matrix

namespace CuOCuSuperexchange

noncomputable section
```

These lines load the mathematical library and open a namespace for the names below.

```lean
/-- The eigenvalues of a real Hamiltonian matrix. -/
def levels {n : ℕ} (H : Matrix (Fin n) (Fin n) ℝ) : Set ℝ :=
  {E | ∃ v, v ≠ 0 ∧ H *ᵥ v = E • v}
```

`Fin n` is the index set \(0,\dots,n-1\), `H *ᵥ v` is \(Hv\), and `E • v` is \(Ev\). So `levels H` is the set of real \(E\) with \(Hv=Ev\) for some real \(v\neq0\), not necessarily normalised.

```lean
/-- Four-state block of the two-hole singlet Hamiltonian of a Cu-O-Cu cluster (the states
that mix with one hole on each copper): hopping `t`, charge-transfer energy `D`,
repulsions `Up` on oxygen and `Ud` on copper. -/
def singlet (t D Up Ud : ℝ) : Matrix (Fin 4) (Fin 4) ℝ :=
  !![0, √2 * t, 0, 0; √2 * t, D, 2 * t, √2 * t; 0, 2 * t, 2 * D + Up, 0; 0, √2 * t, 0, Ud]
```

Inside `!![…]` rows are separated by semicolons:
\[
S=\begin{pmatrix}0&\sqrt2t&0&0\\ \sqrt2t&D&2t&\sqrt2t\\ 0&2t&2D+U_p&0\\ 0&\sqrt2t&0&U_d\end{pmatrix}.
\]
The model keeps one orbital on each atom. Here \(t\) is the Cu–O hopping, \(D\) the charge-transfer energy, and \(U_p\), \(U_d\) the on-site repulsions on oxygen and copper. Repulsion between holes on different atoms is left out. State 0 has one hole on each copper, state 1 has one hole on oxygen and one on copper, state 2 has both on oxygen, and state 3 has both on the same copper; states 1 and 3 are left–right combinations. The matrix is postulated, not derived from a second-quantised Hamiltonian, and it is one block of the singlet sector. The opposite left–right combinations of states 1 and 3 do not mix with state 0 and are left out, as is the corresponding triplet state. These states do not lie lower. The omitted singlet pair has, up to a sign, the matrix of \(S\) restricted to states 1 and 3, whose lowest eigenvalue is not below that of \(S\). The omitted triplet state has energy \(D\), a diagonal entry of the triplet matrix below, and so is not below its lowest eigenvalue. Lean does not check this remark.

```lean
/-- Two-state block of the two-hole triplet Hamiltonian of the cluster (the states that mix
with one hole on each copper). -/
def triplet (t D : ℝ) : Matrix (Fin 2) (Fin 2) ℝ := !![0, √2 * t; √2 * t, D]
```

The triplet matrix \(T\) is the two-state problem of the opening.

```lean
/-- The energy `(D - √(D² + 8t²)) / 2`. -/
def tripletLevel (t D : ℝ) : ℝ := (D - √(D ^ 2 + 8 * t ^ 2)) / 2
```

This names the number \(E_t=\tfrac12\left(D-\sqrt{D^2+8t^2}\right)\); that it is an eigenvalue is proved later.

```lean
/-- Secular function of the singlet sector, folded onto the second basis state. -/
def secular (t D Up Ud E : ℝ) : ℝ :=
  D - E + 2 * t ^ 2 / E - 4 * t ^ 2 / (2 * D + Up - E) - 2 * t ^ 2 / (Ud - E)
```

The secular function is
\[
g(E)=D-E+\frac{2t^2}{E}-\frac{4t^2}{2D+U_p-E}-\frac{2t^2}{U_d-E}.
\]
Lean gives division by zero the value \(0\), so `secular` is defined at the three poles as well, and the theorems keep \(E\) away from them.

```lean
/-- The fourth-order perturbative superexchange `(4t⁴/D²)(1/Ud + 2/(2D + Up))`. -/
def fourthOrderJ (t D Up Ud : ℝ) : ℝ := 4 * t ^ 4 / D ^ 2 * (1 / Ud + 2 / (2 * D + Up))
```

This defines \(J_4=\frac{4t^4}{D^2}\left(\frac1{U_d}+\frac{2}{2D+U_p}\right)\). One sees its origin by writing the two conditions as \(E=-2t^2/(D-E-\Sigma)\), with \(\Sigma=0\) for the triplet and \(\Sigma\approx 4t^2/(2D+U_p)+2t^2/U_d\) for the singlet; for small \(t\) and positive \(D\), \(U_d\) and \(2D+U_p\), the lowest triplet energy minus the lowest singlet energy is \(2t^2\Sigma/D^2\) at leading order. Lean takes \(J_4\) as a definition and checks neither this expansion nor the rounded decimals quoted further down.

## The triplet

```lean
/-- The triplet Hamiltonian is the upper 2×2 block of the singlet Hamiltonian. -/
theorem triplet_eq_block (t D Up Ud : ℝ) :
    triplet t D = (singlet t D Up Ud).submatrix (Fin.castAdd 2) (Fin.castAdd 2) := by
  ext i j
  fin_cases i <;> fin_cases j <;> rfl
```

`Fin.castAdd 2` sends indices \(0,1\) of the small matrix to indices \(0,1\) of the large one, so \(T_{ij}=S_{ij}\) for \(i,j\in\{0,1\}\). `fin_cases` runs through the four entries.

```lean
/-- For nonzero hopping, `tripletLevel` is a negative root of `E² = D E + 2t²`. -/
theorem tripletLevel_spec {t : ℝ} (ht : t ≠ 0) (D : ℝ) :
    tripletLevel t D ^ 2 = D * tripletLevel t D + 2 * t ^ 2 ∧ tripletLevel t D < 0 := by
  have hs : √(D ^ 2 + 8 * t ^ 2) ^ 2 = D ^ 2 + 8 * t ^ 2 := Real.sq_sqrt (by positivity)
  have h0 := Real.sqrt_nonneg (D ^ 2 + 8 * t ^ 2)
  have ht2 : 0 < t ^ 2 := by positivity
  unfold tripletLevel
  generalize √(D ^ 2 + 8 * t ^ 2) = s at hs h0 ⊢
  refine ⟨by linear_combination (1 / 4) * hs, ?_⟩
  by_contra hc
  have hc' := not_lt.1 hc
  have h1 : 0 ≤ D - s := by linarith
  have h2 : 0 ≤ D + s := by linarith
  nlinarith [mul_nonneg h1 h2]
```

The name before a colon, as in `ht : t ≠ 0`, labels a hypothesis, and `∧` is "and". For \(t\neq0\) and any real \(D\), \(E_t^2=DE_t+2t^2\) and \(E_t<0\). Put \(s=\sqrt{D^2+8t^2}\), which is what `generalize` does. Then \(E_t^2-DE_t=(s^2-D^2)/4=2t^2\); `linear_combination` checks such an identity as a stated multiple of known equations. If \(E_t\ge0\), then \(D\ge s\ge0\), so \((D-s)(D+s)=-8t^2\ge0\), which is false; `nlinarith` receives this product.

```lean
/-- For nonzero hopping the lowest triplet eigenvalue is `(D - √(D² + 8t²)) / 2`. -/
theorem triplet_lowest {t : ℝ} (ht : t ≠ 0) (D : ℝ) :
    IsLeast (levels (triplet t D)) (tripletLevel t D) := by
  have ha : √2 * √2 = 2 := Real.mul_self_sqrt (by norm_num)
  obtain ⟨hq, hneg⟩ := tripletLevel_spec ht D
  have key : ∀ (v : Fin 2 → ℝ) i,
      (triplet t D *ᵥ v) i = triplet t D i 0 * v 0 + triplet t D i 1 * v 1 :=
    fun v i => by simp only [mulVec, dotProduct, Fin.sum_univ_two]
  constructor
  · refine ⟨![√2 * t, tripletLevel t D], fun h => hneg.ne (congrFun h 1), ?_⟩
    funext i
    rw [key]
    fin_cases i
    · show 0 * (√2 * t) + √2 * t * tripletLevel t D = tripletLevel t D * (√2 * t)
      ring
    · show √2 * t * (√2 * t) + D * tripletLevel t D = tripletLevel t D * tripletLevel t D
      linear_combination t ^ 2 * ha - hq
  · rintro E ⟨v, hv, h⟩
    have h0 : 0 * v 0 + √2 * t * v 1 = E * v 0 := (key v 0).symm.trans (congrFun h 0)
    have h1 : √2 * t * v 0 + D * v 1 = E * v 1 := (key v 1).symm.trans (congrFun h 1)
    -- every eigenvalue solves the characteristic equation
    have hp : E ^ 2 - D * E - 2 * t ^ 2 = 0 := by
      by_contra hp
      have p0 : (E ^ 2 - D * E - 2 * t ^ 2) * v 0 = 0 := by
        linear_combination -(E - D) * h0 - √2 * t * h1 + t ^ 2 * v 0 * ha
      have p1 : (E ^ 2 - D * E - 2 * t ^ 2) * v 1 = 0 := by
        linear_combination -E * h1 - √2 * t * h0 + t ^ 2 * v 1 * ha
      apply hv
      funext i
      fin_cases i
      · exact (mul_eq_zero.1 p0).resolve_left hp
      · exact (mul_eq_zero.1 p1).resolve_left hp
    have hs : √(D ^ 2 + 8 * t ^ 2) ^ 2 = D ^ 2 + 8 * t ^ 2 := Real.sq_sqrt (by positivity)
    have hs0 := Real.sqrt_nonneg (D ^ 2 + 8 * t ^ 2)
    unfold tripletLevel
    generalize √(D ^ 2 + 8 * t ^ 2) = s at hs hs0 ⊢
    by_contra hc
    have hc' := not_le.1 hc
    have a1 : 0 < D - 2 * E - s := by linarith
    have a2 : 0 < D - 2 * E + s := by linarith
    nlinarith [mul_pos a1 a2]
```

`IsLeast A x` says that \(x\) belongs to \(A\) and no element of \(A\) is smaller. The proof has these two halves. For membership, the vector \((\sqrt2t,E_t)\) is nonzero and solves both rows; its norm is \(\sqrt{2t^2+E_t^2}\). For the bound, the rows \(\sqrt2t\,v_1=Ev_0\) and \(\sqrt2t\,v_0+Dv_1=Ev_1\) combine to \((E^2-DE-2t^2)\,v_i=0\) for \(i=0,1\) (`p0`, `p1`), so the polynomial vanishes. If \(E<E_t\), both \(D-2E-s\) and \(D-2E+s\) are positive, while their product is \(4(E^2-DE-2t^2)=0\).

## The singlet

```lean
/-- The singlet eigenvalue equation written component by component. -/
theorem singlet_eigen_iff (t D Up Ud E : ℝ) (v : Fin 4 → ℝ) :
    singlet t D Up Ud *ᵥ v = E • v ↔
      √2 * t * v 1 = E * v 0 ∧
      √2 * t * v 0 + D * v 1 + 2 * t * v 2 + √2 * t * v 3 = E * v 1 ∧
      2 * t * v 1 + (2 * D + Up) * v 2 = E * v 2 ∧ √2 * t * v 1 + Ud * v 3 = E * v 3 := by
  have key : ∀ i, (singlet t D Up Ud *ᵥ v) i =
      singlet t D Up Ud i 0 * v 0 + singlet t D Up Ud i 1 * v 1
        + singlet t D Up Ud i 2 * v 2 + singlet t D Up Ud i 3 * v 3 :=
    fun i => by simp only [mulVec, dotProduct, Fin.sum_univ_four]
  rw [funext_iff]
  simp only [key]
  constructor
  · intro h
    exact ⟨by simpa [singlet] using h 0, by simpa [singlet] using h 1,
      by simpa [singlet] using h 2, by simpa [singlet] using h 3⟩
  · rintro ⟨h0, h1, h2, h3⟩ i
    fin_cases i
    · simpa [singlet] using h0
    · simpa [singlet] using h1
    · simpa [singlet] using h2
    · simpa [singlet] using h3
```

The equation \(Sv=Ev\) is equivalent to its four rows:
\[
\sqrt2t\,v_1=Ev_0,\qquad \sqrt2t\,v_0+Dv_1+2t\,v_2+\sqrt2t\,v_3=Ev_1,
\]
\[
2t\,v_1+(2D+U_p)v_2=Ev_2,\qquad \sqrt2t\,v_1+U_dv_3=Ev_3 .
\]

```lean
/-- Away from `0`, `2D + Up` and `Ud`, an energy is a singlet eigenvalue exactly when the
secular function vanishes there. -/
theorem mem_levels_singlet_iff {t D Up Ud E : ℝ} (hE : E ≠ 0) (hP : 2 * D + Up - E ≠ 0)
    (hU : Ud - E ≠ 0) : E ∈ levels (singlet t D Up Ud) ↔ secular t D Up Ud E = 0 := by
  have ha : √2 * √2 = 2 := Real.mul_self_sqrt (by norm_num)
  unfold secular
  constructor
  · rintro ⟨v, hv, h⟩
    obtain ⟨h0, h1, h2, h3⟩ := (singlet_eigen_iff _ _ _ _ _ _).1 h
    -- all components are fixed by the second one
    have e0 : v 0 = √2 * t * v 1 / E := by rw [eq_div_iff hE]; linarith
    have e2 : v 2 = -(2 * t * v 1) / (2 * D + Up - E) := by rw [eq_div_iff hP]; linarith
    have e3 : v 3 = -(√2 * t * v 1) / (Ud - E) := by rw [eq_div_iff hU]; linarith
    have hv1 : v 1 ≠ 0 := by
      intro h1
      rw [h1] at e0 e2 e3
      apply hv
      funext i
      fin_cases i
      · simpa using e0
      · exact h1
      · simpa using e2
      · simpa using e3
    apply mul_right_cancel₀ hv1
    linear_combination h1 - √2 * t * e0 - 2 * t * e2 - √2 * t * e3
      + (t ^ 2 * v 1 / (Ud - E) - t ^ 2 * v 1 / E) * ha
  · intro hs
    refine ⟨![√2 * t / E, 1, -(2 * t) / (2 * D + Up - E), -(√2 * t) / (Ud - E)], fun h => ?_,
      (singlet_eigen_iff _ _ _ _ _ _).2 ⟨?_, ?_, ?_, ?_⟩⟩
    · have : (1 : ℝ) = 0 := congrFun h 1
      exact one_ne_zero this
    · show √2 * t * 1 = E * (√2 * t / E)
      linear_combination -(√2 * t) * mul_inv_cancel₀ hE
    · show √2 * t * (√2 * t / E) + D * 1 + 2 * t * (-(2 * t) / (2 * D + Up - E))
        + √2 * t * (-(√2 * t) / (Ud - E)) = E * 1
      linear_combination hs + (t ^ 2 / E - t ^ 2 / (Ud - E)) * ha
    · show 2 * t * 1 + (2 * D + Up) * (-(2 * t) / (2 * D + Up - E))
        = E * (-(2 * t) / (2 * D + Up - E))
      linear_combination -(2 * t) * mul_inv_cancel₀ hP
    · show √2 * t * 1 + Ud * (-(√2 * t) / (Ud - E)) = E * (-(√2 * t) / (Ud - E))
      linear_combination -(√2 * t) * mul_inv_cancel₀ hU
```

For \(E\notin\{0,\,2D+U_p,\,U_d\}\), \(E\) is an eigenvalue of \(S\) if and only if \(g(E)=0\). Rows 0, 2 and 3 give
\[
v_0=\frac{\sqrt2t\,v_1}{E},\qquad v_2=-\frac{2t\,v_1}{2D+U_p-E},\qquad v_3=-\frac{\sqrt2t\,v_1}{U_d-E},
\]
which are `e0`, `e2`, `e3`. If \(v_1=0\) the whole vector vanishes, so \(v_1\neq0\) (`hv1`). Inserting the three expressions in row 1 gives \(g(E)\,v_1=0\), and \(v_1\) cancels. Conversely, the choice \(v_1=1\) yields an explicit nonzero vector; rows 0, 2 and 3 hold by construction and row 1 is \(g(E)=0\).

```lean
/-- For positive `2D + Up` and `Ud` the secular function strictly decreases on `E < 0`. -/
theorem secular_strictAntiOn (t : ℝ) {D Up Ud : ℝ} (hP : 0 < 2 * D + Up) (hU : 0 < Ud) :
    StrictAntiOn (secular t D Up Ud) (Set.Iio 0) := by
  intro x _ y (hy : y < 0) hxy
  have h1 : 2 * t ^ 2 / -x ≤ 2 * t ^ 2 / -y :=
    div_le_div_of_nonneg_left (by positivity) (by linarith) (by linarith)
  have h2 : 4 * t ^ 2 / (2 * D + Up - x) ≤ 4 * t ^ 2 / (2 * D + Up - y) :=
    div_le_div_of_nonneg_left (by positivity) (by linarith) (by linarith)
  have h3 : 2 * t ^ 2 / (Ud - x) ≤ 2 * t ^ 2 / (Ud - y) :=
    div_le_div_of_nonneg_left (by positivity) (by linarith) (by linarith)
  rw [div_neg, div_neg] at h1
  unfold secular
  linarith
```

`Set.Iio 0` is the half-line \(E<0\), and `StrictAntiOn` means that \(x<y\) implies \(g(y)<g(x)\) there. For \(x<y<0\) the positive denominators \(-E\), \(2D+U_p-E\) and \(U_d-E\) shrink on going from \(x\) to \(y\), so the three subtracted fractions \(2t^2/(-E)\), \(4t^2/(2D+U_p-E)\), \(2t^2/(U_d-E)\) do not decrease (`h1`, `h2`, `h3`). The term \(-E\) supplies strictness, and `linarith` adds the inequalities.

```lean
/-- If the secular function is positive at `a < 0` and negative at `b < 0`, the lowest singlet
eigenvalue exists and lies strictly between `a` and `b`. -/
theorem singlet_lowest_bracket {t D Up Ud a b : ℝ} (hP : 0 < 2 * D + Up) (hU : 0 < Ud)
    (ha : a < 0) (hb : b < 0) (ga : 0 < secular t D Up Ud a) (gb : secular t D Up Ud b < 0) :
    ∃ E, IsLeast (levels (singlet t D Up Ud)) E ∧ a < E ∧ E < b := by
  have anti := secular_strictAntiOn t hP hU
  have hab : a ≤ b := by
    by_contra h
    linarith [anti hb ha (not_le.1 h)]
  have hc : ContinuousOn (secular t D Up Ud) (Set.Icc a b) := by
    intro x hx
    have h1 : x ≠ 0 := (by linarith [hx.2] : x < 0).ne
    have h2 : 2 * D + Up - x ≠ 0 := (by linarith [hx.2] : 0 < 2 * D + Up - x).ne'
    have h3 : Ud - x ≠ 0 := (by linarith [hx.2] : 0 < Ud - x).ne'
    apply ContinuousAt.continuousWithinAt
    show ContinuousAt (fun E => D - E + 2 * t ^ 2 / E - 4 * t ^ 2 / (2 * D + Up - E)
      - 2 * t ^ 2 / (Ud - E)) x
    fun_prop (disch := assumption)
  obtain ⟨E, ⟨h1, h2⟩, hE⟩ := intermediate_value_Ioo' hab hc ⟨gb, ga⟩
  have hiff : ∀ x < 0, x ∈ levels (singlet t D Up Ud) ↔ secular t D Up Ud x = 0 :=
    fun x hx => mem_levels_singlet_iff hx.ne (by linarith : 0 < 2 * D + Up - x).ne'
      (by linarith : 0 < Ud - x).ne'
  have hE0 : E < 0 := h2.trans hb
  refine ⟨E, ⟨(hiff E hE0).2 hE, fun x hx => ?_⟩, h1, h2⟩
  -- a lower eigenvalue would be a second negative root
  by_contra h
  have hlt := not_le.1 h
  have hx0 : x < 0 := hlt.trans hE0
  linarith [anti hx0 hE0 hlt, (hiff x hx0).1 hx]
```

Let \(2D+U_p>0\), \(U_d>0\), and let \(a,b<0\) satisfy \(g(a)>0>g(b)\). Then \(S\) has a lowest eigenvalue, and it lies in \((a,b)\). Monotonicity forces \(a\le b\) (`hab`). No pole lies in \([a,b]\), so \(g\) is continuous there (`hc`), and `intermediate_value_Ioo'` gives a root \(E\) in \((a,b)\), which is an eigenvalue. An eigenvalue \(x<E\) would be negative, hence a root, while strict decrease gives \(g(x)>g(E)=0\).

```lean
/-- For nonzero hopping and positive `2D + Up` and `Ud`, the lowest singlet eigenvalue lies
strictly below the lowest triplet eigenvalue. -/
theorem singlet_below_triplet {t D Up Ud : ℝ} (ht : t ≠ 0) (hP : 0 < 2 * D + Up)
    (hU : 0 < Ud) : ∃ Es Et, IsLeast (levels (singlet t D Up Ud)) Es ∧
      IsLeast (levels (triplet t D)) Et ∧ Es < Et := by
  obtain ⟨hq, hneg⟩ := tripletLevel_spec ht D
  have ht2 : 0 < t ^ 2 := by positivity
  obtain ⟨L, hL1, hL⟩ : ∃ L : ℝ, 1 ≤ L ∧ 8 * t ^ 2 < D + L :=
    ⟨|D| + 1 + 8 * t ^ 2, by linarith [abs_nonneg D], by linarith [neg_abs_le D]⟩
  have ga : 0 < secular t D Up Ud (-L) := by
    have h1 : 2 * t ^ 2 / L ≤ 2 * t ^ 2 := div_le_self (by positivity) hL1
    have h2 : 4 * t ^ 2 / (2 * D + Up - -L) ≤ 4 * t ^ 2 :=
      div_le_self (by positivity) (by linarith)
    have h3 : 2 * t ^ 2 / (Ud - -L) ≤ 2 * t ^ 2 := div_le_self (by positivity) (by linarith)
    unfold secular
    rw [div_neg]
    linarith
  -- at the triplet level only the two double-occupancy terms survive
  have gb : secular t D Up Ud (tripletLevel t D) < 0 := by
    have h1 : 2 * t ^ 2 / tripletLevel t D = tripletLevel t D - D := by
      rw [div_eq_iff hneg.ne]; linear_combination -hq
    have h2 : 0 < 4 * t ^ 2 / (2 * D + Up - tripletLevel t D) :=
      div_pos (by linarith) (by linarith)
    have h3 : 0 < 2 * t ^ 2 / (Ud - tripletLevel t D) := div_pos (by linarith) (by linarith)
    unfold secular
    linarith
  obtain ⟨E, hE, -, h⟩ := singlet_lowest_bracket hP hU (by linarith) hneg ga gb
  exact ⟨E, _, hE, triplet_lowest ht D, h⟩
```

For \(t\neq0\), \(2D+U_p>0\) and \(U_d>0\), both lowest eigenvalues exist, and the singlet one, \(E_s\), lies strictly below the triplet one. No separate sign condition on \(D\) or \(U_p\) is needed. At \(t=0\), \(D>0\) both lowest levels equal \(0\), which is why \(t\neq0\) appears. For the left end of the bracket take \(L=|D|+1+8t^2\). At \(E=-L\) each denominator has magnitude at least 1, so the fractions subtract at most \(2t^2+4t^2+2t^2\), and \(g(-L)\ge D+L-8t^2>0\) (`ga`). For the right end take \(E_t\). Since \(2t^2/E_t=E_t-D\), the first three terms cancel and
\[
g(E_t)=-\frac{4t^2}{2D+U_p-E_t}-\frac{2t^2}{U_d-E_t}<0,
\]
which is `gb` and the general form of the opening example.

## The numerical statement

```lean
/-- At `t = 1.3`, `D = 3.6`, `Up = 4`, `Ud = 10.5` the lowest triplet minus the lowest singlet
eigenvalue lies in `(0.14, 0.16)`, while the fourth-order formula exceeds `0.24`. -/
theorem exact_gap_vs_fourth_order :
    ∃ Es Et, IsLeast (levels (singlet (13 / 10) (18 / 5) 4 (21 / 2))) Es ∧
      IsLeast (levels (triplet (13 / 10) (18 / 5))) Et ∧
      14 / 100 < Et - Es ∧ Et - Es < 16 / 100 ∧
      24 / 100 < fourthOrderJ (13 / 10) (18 / 5) 4 (21 / 2) := by
  obtain ⟨E, hE, h1, h2⟩ := singlet_lowest_bracket (t := 13 / 10) (D := 18 / 5) (Up := 4)
    (Ud := 21 / 2) (a := -93 / 100) (b := -92 / 100) (by norm_num) (by norm_num)
    (by norm_num) (by norm_num) (by norm_num [secular]) (by norm_num [secular])
  have s1 : (5144 / 1000 : ℝ) < √((18 / 5) ^ 2 + 8 * (13 / 10) ^ 2) :=
    (Real.lt_sqrt (by norm_num)).2 (by norm_num)
  have s2 : √((18 / 5) ^ 2 + 8 * (13 / 10) ^ 2) < (515 / 100 : ℝ) :=
    (Real.sqrt_lt' (by norm_num)).2 (by norm_num)
  refine ⟨E, _, hE, triplet_lowest (by norm_num) _, ?_, ?_, by norm_num [fourthOrderJ]⟩
  all_goals
    unfold tripletLevel
    generalize √((18 / 5 : ℝ) ^ 2 + 8 * (13 / 10) ^ 2) = s at s1 s2 ⊢
    linarith

end

end CuOCuSuperexchange
```

```lean
#print axioms CuOCuSuperexchange.triplet_eq_block
#print axioms CuOCuSuperexchange.singlet_below_triplet
#print axioms CuOCuSuperexchange.exact_gap_vs_fourth_order
```

```
'CuOCuSuperexchange.triplet_eq_block' depends on axioms: [propext, Classical.choice, Quot.sound]
'CuOCuSuperexchange.singlet_below_triplet' depends on axioms: [propext, Classical.choice, Quot.sound]
'CuOCuSuperexchange.exact_gap_vs_fourth_order' depends on axioms: [propext, Classical.choice, Quot.sound]
```

The parameters are exact fractions in the order \(t,D,U_p,U_d\): \(1.3,\ 3.6,\ 4,\ 10.5\), all in one energy unit. The theorem states that both lowest eigenvalues exist, that \(0.14<E_t-E_s<0.16\), and that \(J_4>0.24\).

By hand, \(2t^2=3.38\), \(4t^2=6.76\) and \(2D+U_p=11.2\). Then
\[
g(-0.93)=4.53-\tfrac{3.38}{0.93}-\tfrac{6.76}{12.13}-\tfrac{3.38}{11.43}\approx 0.043,
\]
\[
g(-0.92)=4.52-\tfrac{3.38}{0.92}-\tfrac{6.76}{12.12}-\tfrac{3.38}{11.42}\approx -0.008,
\]
so \(-0.93<E_s<-0.92\); `norm_num` settles the two signs in rational arithmetic. Next \(D^2+8t^2=26.48\) lies between \(5.144^2=26.460736\) and \(5.15^2=26.5225\) (`s1`, `s2`), so \(-0.775<E_t<-0.772\). Subtracting gives \(0.145<E_t-E_s<0.158\), inside the stated interval. Finally \(J_4=\frac{11.4244}{12.96}\left(\frac1{10.5}+\frac{2}{11.2}\right)\approx0.2414\). Interpolating the root gives \(E_s\approx-0.9215\); with \(E_t\approx-0.7729\) the gap is about \(0.149\). The normalised eigenvectors are then about \((0.922,-0.388)\) for the triplet and \((-0.888,\,0.445,\,-0.095,\,-0.072)\) for the singlet.

For two spins \(\tfrac12\) with coupling \(J\,\mathbf S_1\cdot\mathbf S_2\) the triplet–singlet splitting equals \(J\), so in this three-site, two-hole cluster at this one parameter set the fourth-order formula exceeds the exact exchange constant by more than a factor \(1.5\). The size of the error at other parameters, and any extended lattice, are not addressed.

In a program one would pass \(S\) and \(T\) to a symmetric eigensolver and subtract the smallest eigenvalues. The function \(g\) is the Schur complement of \(S-E\) on state 1, the object that appears when a Hamiltonian is downfolded onto a subspace, and the sign test at \(a\) and \(b\) is the test that a bisection search for its root repeats.

The lowest level could instead have been defined as the minimum of the Rayleigh quotient \(v^{T}Hv/v^{T}v\). For symmetric matrices this is the same number. The inequality \(E_s\le E_t\) would then follow at once by padding the triplet vector with two zeros, and a trial vector would bound \(E_s\) from above, but the lower bound on \(E_s\) would become the statement that \(S-a\) is positive definite, to be proved either directly or from the monotonicity of \(g\) after showing that the minimum is an eigenvalue.
